# The exchange projectors for n bosons and n fermions in d modes have traces C(d+n−1, n) and C(d, n)

Put \(n\) identical particles into \(d\) modes, that is, orthonormal one-particle states. Labelling the particles gives \(d^n\) product states, but for \(n,d\ge2\) exchange symmetry rules out some of their combinations. Averaging all particle permutations, with or without the parity sign, gives a projector for each statistics, and its trace counts the independent states.

For electrons, \(\binom dn\) is the number of Slater determinants in a full configuration-interaction expansion over \(d\) spin-orbitals, at fixed \(n\) and with no further symmetry imposed.

```lean
import Mathlib

open Finset
open scoped Matrix
open Equiv (Perm)

namespace BosonFermionSectors

noncomputable section

variable {n : ℕ}
```

## A finite set of modes

A basis state is a function \(f\) giving particle \(i\) the mode \(f(i)\). In `permOp`, row \(f\) and column \(g\) hold 1 when \(f\circ\sigma=g\), so
\[
P_\sigma|g\rangle=|g\circ\sigma^{-1}\rangle .
\]
The mode of particle \(i\) passes to particle \(\sigma(i)\).

```lean
/-- The operator on `n` copies of `ℂ^d` that permutes the particles by `σ`, in the product basis;
a basis state `f` assigns the mode `f i` to particle `i`. -/
def permOp (d : ℕ) (σ : Perm (Fin n)) : Matrix (Fin n → Fin d) (Fin n → Fin d) ℂ :=
  Matrix.of fun f g => if f ∘ σ = g then 1 else 0
```

For particles moving in continuous space, finite \(d\) means a truncated one-particle basis. Both the derivation and the proof use it when they sum over all \(f\) to form a trace. With infinitely many modes and \(n\ge1\), the number of states is infinite for either statistics.

## Signs that multiply, and the factor 1/n!

Let \(\chi(\sigma)=\pm1\) be the factor a state acquires under \(\sigma\). Successive exchanges must multiply their factors, so \(\chi(\sigma\tau)=\chi(\sigma)\chi(\tau)\); the type `Perm (Fin n) →* ℤˣ` encodes this. The weighted average is
\[
Q_\chi=\frac1{n!}\sum_\sigma\chi(\sigma)P_\sigma .
\]

```lean
/-- The average of all permutation operators, each weighted by the sign `χ σ = ±1`. -/
def average (d : ℕ) (χ : Perm (Fin n) →* ℤˣ) : Matrix (Fin n → Fin d) (Fin n → Fin d) ℂ :=
  (n.factorial : ℂ)⁻¹ • ∑ σ, ((χ σ : ℤ) : ℂ) • permOp d σ
```

The boson count also needs the occupation of a state, which forgets the particle labels.

```lean
/-- The multiset of occupied modes, without regard to which particle sits where. -/
def occupation {d : ℕ} (f : Fin n → Fin d) : Sym (Fin d) n := ⟨univ.val.map f, by simp⟩
```

Composing permutations gives \(P_\sigma P_\tau=P_{\sigma\tau}\) and \(P_\sigma^\dagger=P_{\sigma^{-1}}\).

```lean
/-- Permutation operators multiply like the permutations, and the adjoint of a permutation
operator belongs to the inverse permutation. -/
theorem permOp_rep (d : ℕ) (σ τ : Perm (Fin n)) :
    permOp d σ * permOp d τ = permOp d (σ * τ) ∧ (permOp d σ)ᴴ = permOp d σ⁻¹ := by
  constructor <;> ext f g
  · simp only [permOp, Matrix.mul_apply, Matrix.of_apply, ite_mul, one_mul, zero_mul,
      sum_ite_eq, mem_univ, if_true, Equiv.Perm.coe_mul, Function.comp_assoc]
    split_ifs with h
    · exact (if_pos h).symm
    · exact (if_neg h).symm
  · have h : g ∘ σ = f ↔ f ∘ ⇑σ⁻¹ = g :=
      ⟨by rintro rfl; funext i; simp, by rintro rfl; funext i; simp⟩
    simp only [permOp, Matrix.conjTranspose_apply, Matrix.of_apply, h]
    split_ifs <;> simp
```

Since \(\chi(\sigma)^2=1\), multiplicativity gives
\[
P_\sigma Q_\chi=\frac{\chi(\sigma)}{n!}\sum_\tau\chi(\sigma\tau)P_{\sigma\tau}=\chi(\sigma)Q_\chi .
\]
In Lean, `Equiv.mulLeft σ` performs this relabelling of the sum.

```lean
/-- If the weights `χ σ = ±1` are multiplicative in `σ`, multiplying the weighted average on the
left by a permutation operator multiplies it by the weight of that permutation. -/
theorem permOp_mul_average (d : ℕ) (χ : Perm (Fin n) →* ℤˣ) (σ : Perm (Fin n)) :
    permOp d σ * average d χ = ((χ σ : ℤ) : ℂ) • average d χ := by
  have hw : ((χ σ : ℤ) : ℂ) * ((χ σ : ℤ) : ℂ) = 1 := by
    rcases Int.units_eq_one_or (χ σ) with h | h <;> simp [h]
  rw [average, Matrix.mul_smul, mul_sum, smul_comm]
  congr 1
  rw [smul_sum]
  -- relabel the sum by `τ ↦ σ τ`
  refine Fintype.sum_equiv (Equiv.mulLeft σ) _ _ fun τ => ?_
  have hm := (permOp_rep d σ τ).1
  simp only [Equiv.coe_mulLeft, _root_.map_mul, Units.val_mul, Int.cast_mul, smul_smul,
    Matrix.mul_smul, hm, ← mul_assoc, hw, one_mul]
```

Hence
\[
Q_\chi^2=\frac1{n!}\sum_\sigma\chi(\sigma)^2Q_\chi=Q_\chi .
\]
Also \(Q_\chi^\dagger=Q_\chi\), because \(\chi\) is real and \(\chi(\sigma^{-1})=\chi(\sigma)\); here the proof relabels by `Equiv.inv`.

```lean
/-- If the weights `χ σ = ±1` are multiplicative in `σ`, the weighted average of the permutation
operators is a Hermitian idempotent. -/
theorem average_projector (d : ℕ) (χ : Perm (Fin n) →* ℤˣ) :
    (average d χ).IsHermitian ∧ average d χ * average d χ = average d χ := by
  constructor
  · have h1 : star ((n.factorial : ℂ)⁻¹) = (n.factorial : ℂ)⁻¹ := by simp
    have h2 : ∀ u : ℤˣ, star (((u : ℤ) : ℂ)) = ((u : ℤ) : ℂ) := fun u => by simp
    unfold Matrix.IsHermitian average
    rw [Matrix.conjTranspose_smul, Matrix.conjTranspose_sum, h1]
    congr 1
    refine Fintype.sum_equiv (Equiv.inv _) _ _ fun σ => ?_
    rw [Matrix.conjTranspose_smul, h2, (permOp_rep d σ σ).2]
    simp [Int.units_inv_eq_self]
  · have hw : ∀ σ, ((χ σ : ℤ) : ℂ) * ((χ σ : ℤ) : ℂ) = 1 := fun σ => by
      rcases Int.units_eq_one_or (χ σ) with h | h <;> simp [h]
    conv_lhs => lhs; rw [average]
    simp only [Matrix.smul_mul, sum_mul, permOp_mul_average, smul_smul, hw, one_smul,
      sum_const, card_univ, Fintype.card_perm, Fintype.card_fin]
    rw [← Nat.cast_smul_eq_nsmul ℂ, smul_smul,
      inv_mul_cancel₀ (by exact_mod_cast n.factorial_ne_zero), one_smul]
```

Signs chosen freely are not enough for idempotence, even with \(\chi(1)=1\). For \(n=3\), give one transposition the weight \(-1\) and the other five permutations \(+1\). The state with all particles in one mode then has eigenvalue \(4/6=2/3\), which no idempotent allows. With multiplicative signs but without the factor \(1/n!\), the sum squares to \(n!\) times itself.

## Trivial weights for bosons

The diagonal entry of \(P_\sigma\) at \(f\) is 1 exactly when \(f\circ\sigma=f\), so
\[
\operatorname{tr}Q_\chi=\frac1{n!}\sum_f\ \sum_{\sigma:\,f\circ\sigma=f}\chi(\sigma).
\]

```lean
/-- The trace of the weighted average is `1/n!` times the sum, over all basis states, of the weights
of the permutations that fix the state. -/
theorem trace_average (d : ℕ) (χ : Perm (Fin n) →* ℤˣ) :
    (average d χ).trace = (n.factorial : ℂ)⁻¹ *
      ∑ f : Fin n → Fin d, ∑ σ : Perm (Fin n), if f ∘ σ = f then ((χ σ : ℤ) : ℂ) else 0 := by
  rw [average, Matrix.trace_smul, Matrix.trace_sum, smul_eq_mul, sum_comm]
  congr 1
  refine sum_congr rfl fun σ _ => ?_
  simp only [Matrix.trace, Matrix.diag_apply, Matrix.smul_apply, permOp, Matrix.of_apply,
    smul_eq_mul, mul_ite, mul_one, mul_zero]
```

Bosons have \(\chi=1\), and the inner sum counts the permutations fixing \(f\). Two states have equal occupation exactly when a permutation relates them; the proof matches their particles mode by mode.

```lean
/-- Two basis states have the same occupation of the modes exactly when a permutation of the
particles turns one into the other. -/
theorem occupation_eq_iff {d : ℕ} (f g : Fin n → Fin d) :
    occupation f = occupation g ↔ ∃ τ : Perm (Fin n), f = g ∘ τ := by
  constructor
  · intro h
    have hc : ∀ (k : Fin n → Fin d) (b : Fin d),
        Fintype.card {i // k i = b} = Multiset.count b (univ.val.map k) := by
      intro k b
      have e : Fintype.card {i // k i = b} = Fintype.card {i // b = k i} :=
        Fintype.card_congr (Equiv.subtypeEquivRight fun i => eq_comm)
      rw [e, Fintype.card_subtype, Multiset.count_map]
      rfl
    have hv : univ.val.map f = univ.val.map g := congrArg Subtype.val h
    -- match the particles mode by mode
    let e : ∀ b, {i // f i = b} ≃ {i // g i = b} := fun b =>
      Fintype.equivOfCardEq (by rw [hc f b, hc g b, hv])
    exact ⟨(Equiv.sigmaFiberEquiv f).symm.trans
      ((Equiv.sigmaCongrRight e).trans (Equiv.sigmaFiberEquiv g)),
      funext fun i => (e (f i) ⟨i, rfl⟩).2.symm⟩
  · rintro ⟨τ, rfl⟩
    have h := congrArg Finset.val (map_univ_equiv τ)
    rw [map_val] at h
    exact Subtype.ext ((Multiset.map_map _ _ _).symm.trans (congrArg (Multiset.map g) h))
```

Fix a state \(g\). Any \(f\) of the same occupation is \(g\circ\tau\) for some \(\tau\), and \(\rho\mapsto\tau\rho\) matches the permutations fixing \(f\) with those \(\sigma\) for which \(g\circ\sigma=f\). Summed over these \(f\), they exhaust all \(n!\) permutations. Each occupation therefore contributes \(n!\) to the double sum and 1 to the trace. For \(d\ge1\), arranging \(n\) particles and \(d-1\) dividers gives \(\binom{d+n-1}{n}\) occupations.

```lean
/-- Summed over all basis states, the number of permutations fixing a state is `n!` times the number
of ways to occupy `d` modes with `n` indistinguishable particles when a mode may hold any number of
them. -/
theorem sum_card_fixing (n d : ℕ) :
    ∑ f : Fin n → Fin d, (univ.filter fun σ : Perm (Fin n) => f ∘ σ = f).card
      = n.factorial * Fintype.card (Sym (Fin d) n) := by
  -- the states of one occupation together contribute `n!`
  have h : ∀ s : Sym (Fin d) n, ∑ f ∈ univ.filter (fun f => occupation f = s),
      (univ.filter fun σ : Perm (Fin n) => f ∘ σ = f).card = n.factorial := by
    intro s
    obtain ⟨g, rfl⟩ : ∃ g : Fin n → Fin d, occupation g = s := by
      obtain ⟨m, hm⟩ := s
      obtain ⟨l, rfl⟩ := Quot.exists_rep m
      have hl : l.length = n := hm
      subst hl
      refine ⟨l.get, Subtype.ext ?_⟩
      show univ.val.map l.get = (l : Multiset (Fin d))
      rw [Fin.univ_val_map, List.ofFn_get]
    have hcard := card_eq_sum_card_fiberwise (s := univ)
      (t := univ.filter (fun f => occupation f = occupation g))
      (f := fun σ : Perm (Fin n) => g ∘ σ)
      (fun σ _ => by simpa using (occupation_eq_iff (g ∘ σ) g).2 ⟨σ, rfl⟩)
    rw [card_univ, Fintype.card_perm, Fintype.card_fin] at hcard
    refine (sum_congr rfl fun f hf => ?_).trans hcard.symm
    obtain ⟨τ, hτ⟩ := (occupation_eq_iff f g).1 (mem_filter.1 hf).2
    refine card_equiv (Equiv.mulLeft τ) fun σ => ?_
    simp only [mem_filter, mem_univ, true_and, Equiv.coe_mulLeft,
      Equiv.Perm.coe_mul, ← Function.comp_assoc, ← hτ]
  rw [← sum_fiberwise univ occupation, sum_congr rfl fun s _ => h s,
    sum_const, card_univ, smul_eq_mul, mul_comm]
```

## Parity weights for fermions

Fermions have \(\chi=\operatorname{sign}\). If no mode is doubly occupied, only the identity fixes \(f\), and the inner sum is 1. If \(f(i)=f(j)\) with \(i\ne j\), multiplying by the swap of \(i\) and \(j\) preserves the set of fixing permutations and reverses every sign. The sum equals its own negative and vanishes: this is Pauli exclusion, and `key` in the proof.

```lean
/-- The parities of the permutations fixing a basis state add up to 1 if no mode is occupied
twice, and to 0 otherwise. -/
theorem sum_sign_fixing {d : ℕ} (f : Fin n → Fin d) :
    (∑ σ : Perm (Fin n), if f ∘ σ = f then ((Equiv.Perm.sign σ : ℤ) : ℂ) else 0)
      = if Function.Injective f then 1 else 0 := by
  by_cases hf : Function.Injective f
  · have h : ∀ σ : Perm (Fin n), f ∘ σ = f ↔ σ = 1 := fun σ =>
      ⟨fun h => Equiv.ext fun i => hf (congrFun h i), by rintro rfl; rfl⟩
    simp [h, hf]
  · rw [if_neg hf]
    obtain ⟨i, j, hij, hne⟩ := Function.not_injective_iff.mp hf
    have hs : f ∘ Equiv.swap i j = f := by
      funext k
      simp only [Function.comp_apply, Equiv.swap_apply_def]
      split_ifs with h1 h2
      · rw [h1, hij]
      · rw [h2, hij]
      · rfl
    -- exchanging the two particles in the same mode reverses every sign
    have key : (∑ σ : Perm (Fin n), if f ∘ σ = f then ((Equiv.Perm.sign σ : ℤ) : ℂ) else 0)
        = ∑ σ : Perm (Fin n), -(if f ∘ σ = f then ((Equiv.Perm.sign σ : ℤ) : ℂ) else 0) := by
      refine Fintype.sum_equiv (Equiv.mulLeft (Equiv.swap i j)) _ _ fun σ => ?_
      have hc : f ∘ ⇑(Equiv.swap i j * σ) = f ∘ σ := by
        rw [Equiv.Perm.coe_mul, ← Function.comp_assoc, hs]
      simp only [Equiv.coe_mulLeft, hc, Equiv.Perm.sign_mul, Equiv.Perm.sign_swap hne]
      split_ifs <;> simp
    rw [sum_neg_distrib] at key
    linear_combination key / 2
```

There are \(d(d-1)\cdots(d-n+1)=n!\binom dn\) injective assignments, so the trace is \(\binom dn\). Without the parity weights this fails: for \(n=2\), \(d=1\) the plain average has trace 1, whereas \(\binom12=0\).

## Both statistics together

The hypotheses `hS` and `hA` identify \(S\) and \(A\) as the averages with trivial and parity weights; without them the matrices would be arbitrary. The statement holds for all natural \(n\) and \(d\). At \(n=d=0\), natural-number subtraction reads \(d+n-1\) as 0, and both traces are 1.

```lean
/-- On `n` copies of `ℂ^d` the average `S` of all permutation operators and their parity-weighted
average `A` are Hermitian idempotents with traces `C(d+n-1, n)` and `C(d, n)`. -/
theorem boson_fermion_sectors (n d : ℕ) (S A : Matrix (Fin n → Fin d) (Fin n → Fin d) ℂ)
    (hS : S = average d 1) (hA : A = average d Equiv.Perm.sign) :
    (S.IsHermitian ∧ S * S = S ∧ S.trace = ((d + n - 1).choose n : ℕ)) ∧
    (A.IsHermitian ∧ A * A = A ∧ A.trace = (d.choose n : ℕ)) := by
  subst hS hA
  have hn : (n.factorial : ℂ) ≠ 0 := by exact_mod_cast n.factorial_ne_zero
  refine ⟨⟨(average_projector d _).1, (average_projector d _).2, ?_⟩,
    (average_projector d _).1, (average_projector d _).2, ?_⟩
  · have h : ∀ f : Fin n → Fin d, (∑ σ : Perm (Fin n),
        if f ∘ σ = f then ((((1 : Perm (Fin n) →* ℤˣ) σ : ℤˣ) : ℤ) : ℂ) else 0)
        = ((univ.filter fun σ : Perm (Fin n) => f ∘ σ = f).card : ℂ) := fun f => by simp
    rw [trace_average, sum_congr rfl fun f _ => h f, ← Nat.cast_sum, sum_card_fixing,
      Nat.cast_mul, inv_mul_cancel_left₀ hn, Sym.card_sym_eq_choose, Fintype.card_fin]
  · -- count the basis states without double occupation
    have hc : (univ.filter fun f : Fin n → Fin d => Function.Injective f).card
        = n.factorial * d.choose n := by
      rw [← Fintype.card_subtype, Fintype.card_congr (Equiv.subtypeInjectiveEquivEmbedding _ _),
        Fintype.card_embedding_eq, Fintype.card_fin, Fintype.card_fin,
        Nat.descFactorial_eq_factorial_mul_choose]
    rw [trace_average, sum_congr rfl fun f _ => sum_sign_fixing f, sum_boole, hc,
      Nat.cast_mul, inv_mul_cancel_left₀ hn]

end

end BosonFermionSectors
```

```lean
#print axioms BosonFermionSectors.boson_fermion_sectors
```

```
'BosonFermionSectors.boson_fermion_sectors' depends on axioms: [propext, Classical.choice, Quot.sound]
```

The theorem stops at the traces; linear algebra turns them into dimensions, since the trace of an idempotent is its rank and the range of \(Q_\chi\) consists of the vectors with \(P_\sigma v=\chi(\sigma)v\) for every \(\sigma\). That real identical particles occupy only one of these two sectors is a physical input, the symmetrisation postulate.
